# Constant local energy of a free particle in a one-dimensional box forces equally spaced nodes, whatever the smooth Jastrow factor

The local energy of a free particle, $-\psi''/(2\psi)$, is a quotient with no value at a node, so here it is required to be constant only where $\psi\neq0$. Nothing is assumed about it at the nodes themselves. Derivatives are taken within the box $[0,1]$, hence one-sided at the walls, and units are such that $\hbar$ and the particle's mass are 1.

Let $\psi=e^{J}D$, where the Jastrow exponent $J$ and the nodal factor $D$ are real and $C^2$ on $[0,1]$. Suppose that $D(0)=D(1)=0$, that $D$ is not identically zero, and that the local energy equals a constant $E$ wherever $D\neq0$. Then, for some integer $n\ge1$,

$$E=\frac{n^2\pi^2}{2},\qquad D(x)=0\iff x=\frac mn,\quad m=0,\dots,n.$$

If the zeros are exactly $0$, $c$ and $1$, with $0<c<1$, then $c=\tfrac12$ and $E=2\pi^2$.

## Variance that Jastrow optimisation cannot remove

Variational Monte Carlo codes use the variance of the local energy to judge a trial function, since it vanishes for an eigenstate. For one free particle in this box, if the nodal factor has exactly one interior node and that node is not at the centre, no $C^2$ exponent $J$ makes the local energy constant; the nodal factor itself has to change.

An explicit family of nodal factors supplies a check on derivative code: for any $C^2$ function $J$ and $n\ge1$, the factor $D=e^{-J}\sin(n\pi x)$ must give $n^2\pi^2/2$ at every point off the nodes.

## From constant energy to the node positions

Since $e^J>0$, $\psi$ and $D$ have the same zeros.

**The equation holds at the nodes.** Put $g=\psi''+2E\psi$, which is continuous and vanishes wherever $\psi\neq0$. If $g(x_0)\neq0$ at a zero $x_0$ of $\psi$, then $g\neq0$ near $x_0$, so $\psi=0$ near $x_0$. That gives $\psi''(x_0)=0$ and $g(x_0)=0$, a contradiction. Hence $\psi''=-2E\psi$ on the whole box.

**The energy is positive.** If $E\le0$, then
$$(\psi\psi')'=\psi'^2-2E\psi^2\ge0.$$
The product $\psi\psi'$ is therefore monotone. It vanishes at both walls, so it is zero throughout. Then $(\psi^2)'=0$, and $\psi(0)=0$ gives $\psi=0$, which is excluded.

**The solution is a sine.** Let $k=\sqrt{2E}$ and
$$A=k\psi\cos kx-\psi'\sin kx,\qquad B=k\psi\sin kx+\psi'\cos kx.$$
Then $A'=-(\psi''+k^2\psi)\sin kx=0$ and $B'=(\psi''+k^2\psi)\cos kx=0$. Their values at $x=0$ are $A=0$ and $B=\psi'(0)$, so
$$k\psi(x)=A\cos kx+B\sin kx=\psi'(0)\sin kx.$$
Here $\psi'(0)\neq0$, because $\psi$ is not identically zero. The right wall gives $\sin k=0$, so $k=n\pi$ with $n\ge1$. This fixes $E$ and the zeros $m/n$. Normalised, $\psi=\pm\sqrt2\sin(n\pi x)$.

**One interior node.** The set of points $m/n$ is symmetric under $x\mapsto1-x$, so $1-c$ is also an interior zero and $c=\tfrac12$. Writing $c=m/n$ gives $n=2m$, so $n\neq1$. The zero $1/n$ is then interior and equals $\tfrac12$, giving $n=2$.

## The Lean file

```lean
import Mathlib

open Set Filter Topology

namespace JastrowNodes

noncomputable section

/-- The one-dimensional box `[0,1]`. -/
abbrev box : Set ℝ := Icc 0 1

/-- The second derivative of a wavefunction, taken within the box. -/
def secondDeriv (ψ : ℝ → ℝ) : ℝ → ℝ := derivWithin (derivWithin ψ box) box

/-- The local energy `-ψ''/(2ψ)` of a free particle in the box. -/
def localEnergy (ψ : ℝ → ℝ) (x : ℝ) : ℝ := -secondDeriv ψ x / (2 * ψ x)

/-- The trial function `exp(J) D` with Jastrow exponent `J` and nodal factor `D`. -/
def trial (J D : ℝ → ℝ) (x : ℝ) : ℝ := Real.exp (J x) * D x

/-- The nodal factor `exp(-J) sin(nπx)`. -/
def matchedFactor (J : ℝ → ℝ) (n : ℕ) (x : ℝ) : ℝ :=
  Real.exp (-J x) * Real.sin (n * Real.pi * x)

lemma box_unique : UniqueDiffOn ℝ box := uniqueDiffOn_Icc zero_lt_one

lemma const_on_box {f : ℝ → ℝ} (h : ∀ x ∈ box, HasDerivWithinAt f 0 box x) :
    ∀ x ∈ box, f x = f 0 :=
  constant_of_derivWithin_zero (fun x hx => (h x hx).differentiableWithinAt)
    (fun x hx => (h x (Ico_subset_Icc_self hx)).derivWithin
      (box_unique x (Ico_subset_Icc_self hx)))

lemma sin_deriv (k x : ℝ) :
    HasDerivAt (fun y => Real.sin (k * y)) (k * Real.cos (k * x)) x :=
  ((hasDerivAt_id' x).const_mul k).sin.congr_deriv (by ring)

lemma cos_deriv (k x : ℝ) :
    HasDerivAt (fun y => Real.cos (k * y)) (-(k * Real.sin (k * x))) x :=
  ((hasDerivAt_id' x).const_mul k).cos.congr_deriv (by ring)

/-- If a function vanishes near a point of the box, so does its derivative. -/
lemma deriv_vanishes {f : ℝ → ℝ} {x : ℝ} (h : ∀ᶠ y in 𝓝[box] x, f y = 0) :
    ∀ᶠ y in 𝓝[box] x, derivWithin f box y = 0 := by
  filter_upwards [eventually_eventually_nhdsWithin.2 h, self_mem_nhdsWithin] with y hy hyb
  have h0 : f y = 0 := hy.self_of_nhdsWithin hyb
  have hd : HasDerivWithinAt f 0 box y :=
    (hasDerivWithinAt_const y box (0 : ℝ)).congr_of_eventuallyEq hy h0
  exact hd.derivWithin (box_unique y hyb)

/-- If the local energy of a C² function equals `E` away from its zeros, then
`ψ'' = -2Eψ` holds on the whole box, zeros included. -/
theorem schrodinger_of_constant_energy {ψ : ℝ → ℝ} {E : ℝ} (hψ : ContDiffOn ℝ 2 ψ box)
    (hE : ∀ x ∈ box, ψ x ≠ 0 → localEnergy ψ x = E) :
    ∀ x ∈ box, secondDeriv ψ x = -(2 * E) * ψ x := by
  have away : ∀ y ∈ box, ψ y ≠ 0 → secondDeriv ψ y + 2 * E * ψ y = 0 := by
    intro y hy hn
    have h := hE y hy hn
    unfold localEnergy at h
    rw [div_eq_iff (mul_ne_zero two_ne_zero hn)] at h
    linarith
  intro x hx
  by_cases h0 : ψ x = 0
  · rw [h0, mul_zero]
    by_contra hne
    have h1 : ContDiffOn ℝ 1 (derivWithin ψ box) box :=
      hψ.derivWithin box_unique (by norm_num)
    have hc : ContinuousOn (secondDeriv ψ) box :=
      h1.continuousOn_derivWithin box_unique (by norm_num)
    have hg : ContinuousOn (fun y => secondDeriv ψ y + 2 * E * ψ y) box :=
      hc.add (continuousOn_const.mul hψ.continuousOn)
    have hgx : secondDeriv ψ x + 2 * E * ψ x ≠ 0 := by
      rw [h0, mul_zero, add_zero]; exact hne
    have hev := (hg x hx).preimage_mem_nhdsWithin
      (isOpen_ne.mem_nhds hgx : {z : ℝ | z ≠ 0} ∈ 𝓝 _)
    -- a violation at a zero would force ψ to vanish in a whole neighbourhood
    have hz : ∀ᶠ y in 𝓝[box] x, ψ y = 0 := by
      filter_upwards [hev, self_mem_nhdsWithin] with y hy hyb
      have hy' : secondDeriv ψ y + 2 * E * ψ y ≠ 0 := hy
      by_contra hn
      exact hy' (away y hyb hn)
    exact hne ((deriv_vanishes (deriv_vanishes hz)).self_of_nhdsWithin hx)
  · linarith [away x hx h0]

/-- A nonzero solution of `u'' = -2Eu` that vanishes at both walls has `E > 0`. -/
theorem energy_pos {u v : ℝ → ℝ} {E : ℝ}
    (hu : ∀ x ∈ box, HasDerivWithinAt u (v x) box x)
    (hv : ∀ x ∈ box, HasDerivWithinAt v (-(2 * E) * u x) box x)
    (u0 : u 0 = 0) (u1 : u 1 = 0) (hne : ∃ x ∈ box, u x ≠ 0) : 0 < E := by
  by_contra hE
  have hE' : E ≤ 0 := not_lt.mp hE
  -- u u' is monotone and vanishes at both walls
  have hm : MonotoneOn (fun x => u x * v x) box :=
    monotoneOn_of_hasDerivWithinAt_nonneg
      (f' := fun x => v x * v x + u x * (-(2 * E) * u x)) (convex_Icc 0 1)
      (fun x hx => ((hu x hx).mul (hv x hx)).continuousWithinAt)
      (fun x hx => ((hu x (interior_subset hx)).mul
        (hv x (interior_subset hx))).mono interior_subset)
      (fun x _ => by
        show 0 ≤ v x * v x + u x * (-(2 * E) * u x)
        nlinarith [mul_self_nonneg (v x),
          mul_nonneg (neg_nonneg.2 hE') (mul_self_nonneg (u x))])
  have huv : ∀ x ∈ box, u x * v x = 0 := by
    intro x hx
    have a : u x * v x ≤ u 1 * v 1 := hm hx ⟨zero_le_one, le_refl 1⟩ hx.2
    have b : u 0 * v 0 ≤ u x * v x := hm ⟨le_refl 0, zero_le_one⟩ hx hx.1
    rw [u1, zero_mul] at a
    rw [u0, zero_mul] at b
    exact le_antisymm a b
  obtain ⟨x, hx, hux⟩ := hne
  have hsq : u x * u x = u 0 * u 0 :=
    const_on_box (f := fun y => u y * u y)
      (fun y hy => ((hu y hy).mul (hu y hy)).congr_deriv (by linarith [huv y hy])) x hx
  rw [u0, mul_zero] at hsq
  exact hux (mul_self_eq_zero.1 hsq)

/-- A solution of `u'' = -k²u` that vanishes at the left wall satisfies
`k u(x) = u'(0) sin(kx)`. -/
theorem sine_form {u v : ℝ → ℝ} {k : ℝ}
    (hu : ∀ x ∈ box, HasDerivWithinAt u (v x) box x)
    (hv : ∀ x ∈ box, HasDerivWithinAt v (-(k ^ 2) * u x) box x) (u0 : u 0 = 0) :
    ∀ x ∈ box, k * u x = v 0 * Real.sin (k * x) := by
  intro x hx
  -- two conserved combinations of u and u'
  have ha : k * u x * Real.cos (k * x) - v x * Real.sin (k * x)
      = k * u 0 * Real.cos (k * 0) - v 0 * Real.sin (k * 0) :=
    const_on_box (f := fun y => k * u y * Real.cos (k * y) - v y * Real.sin (k * y))
      (fun y hy => ((((hu y hy).const_mul k).mul (cos_deriv k y).hasDerivWithinAt).sub
        ((hv y hy).mul (sin_deriv k y).hasDerivWithinAt)).congr_deriv (by ring)) x hx
  have hb : k * u x * Real.sin (k * x) + v x * Real.cos (k * x)
      = k * u 0 * Real.sin (k * 0) + v 0 * Real.cos (k * 0) :=
    const_on_box (f := fun y => k * u y * Real.sin (k * y) + v y * Real.cos (k * y))
      (fun y hy => ((((hu y hy).const_mul k).mul (sin_deriv k y).hasDerivWithinAt).add
        ((hv y hy).mul (cos_deriv k y).hasDerivWithinAt)).congr_deriv (by ring)) x hx
  simp only [u0, mul_zero, Real.sin_zero, Real.cos_zero, sub_zero, zero_add,
    mul_one] at ha hb
  linear_combination Real.cos (k * x) * ha + Real.sin (k * x) * hb
    - k * u x * Real.sin_sq_add_cos_sq (k * x)

/-- Let `D` and `J` be C² on the box. If `D` vanishes at the walls, is not identically zero, and
`exp(J) D` has constant local energy `E` away from its zeros, then `E = n²π²/2` for some `n ≥ 1` and
the zeros of `D` in the box are exactly the points `m/n`. -/
theorem nodes_equally_spaced {D J : ℝ → ℝ} {E : ℝ}
    (hD : ContDiffOn ℝ 2 D box) (hJ : ContDiffOn ℝ 2 J box)
    (h0 : D 0 = 0) (h1 : D 1 = 0) (hne : ∃ x ∈ box, D x ≠ 0)
    (hE : ∀ x ∈ box, D x ≠ 0 → localEnergy (trial J D) x = E) :
    ∃ n : ℕ, 0 < n ∧ E = n ^ 2 * Real.pi ^ 2 / 2 ∧
      ∀ x ∈ box, (D x = 0 ↔ ∃ m : ℕ, x = m / n) := by
  have hz : ∀ x, trial J D x = 0 ↔ D x = 0 := fun x => by
    simp [trial, Real.exp_ne_zero]
  have hψ : ContDiffOn ℝ 2 (trial J D) box := hJ.exp.mul hD
  have hS := schrodinger_of_constant_energy hψ
    (fun x hx h => hE x hx (fun h' => h ((hz x).2 h')))
  have hψ1 : ContDiffOn ℝ 1 (derivWithin (trial J D) box) box :=
    hψ.derivWithin box_unique (by norm_num)
  have hu : ∀ x ∈ box, HasDerivWithinAt (trial J D) (derivWithin (trial J D) box x) box x :=
    fun x hx => (hψ.differentiableOn (by norm_num) x hx).hasDerivWithinAt
  have hv : ∀ x ∈ box, HasDerivWithinAt (derivWithin (trial J D) box)
      (-(2 * E) * trial J D x) box x := fun x hx =>
    (hψ1.differentiableOn (by norm_num) x hx).hasDerivWithinAt.congr_deriv (hS x hx)
  obtain ⟨y, hy, hDy⟩ := hne
  have hψy : trial J D y ≠ 0 := fun h => hDy ((hz y).1 h)
  have hpos : 0 < E := energy_pos hu hv ((hz 0).2 h0) ((hz 1).2 h1) ⟨y, hy, hψy⟩
  obtain ⟨k, kpos, hk⟩ : ∃ k : ℝ, 0 < k ∧ k ^ 2 = 2 * E :=
    ⟨Real.sqrt (2 * E), Real.sqrt_pos.2 (by linarith), Real.sq_sqrt (by linarith)⟩
  have hsin := sine_form (k := k) hu (fun x hx => by rw [hk]; exact hv x hx) ((hz 0).2 h0)
  have hv0 : derivWithin (trial J D) box 0 ≠ 0 := by
    intro h
    have h2 := hsin y hy
    rw [h, zero_mul] at h2
    exact hψy ((mul_eq_zero.1 h2).resolve_left kpos.ne')
  -- the zeros of D are those of the sine
  have hzero : ∀ x ∈ box, (D x = 0 ↔ Real.sin (k * x) = 0) := by
    intro x hx
    have h2 := hsin x hx
    rw [← hz x]
    constructor
    · intro h
      rw [h, mul_zero] at h2
      exact (mul_eq_zero.1 h2.symm).resolve_left hv0
    · intro h
      rw [h, mul_zero] at h2
      exact (mul_eq_zero.1 h2).resolve_left kpos.ne'
  -- the right wall quantises k
  have hk1 := (hzero 1 ⟨zero_le_one, le_refl 1⟩).1 h1
  rw [mul_one] at hk1
  obtain ⟨N, hN⟩ := Real.sin_eq_zero_iff.1 hk1
  have hNpos : (0 : ℝ) < N := by
    by_contra h
    nlinarith [mul_nonneg (neg_nonneg.2 (not_lt.1 h)) Real.pi_pos.le]
  have hN0 : 0 ≤ N := by exact_mod_cast hNpos.le
  obtain ⟨n, rfl⟩ := Int.eq_ofNat_of_zero_le hN0
  rw [Int.cast_natCast] at hN hNpos
  have hn0 : (n : ℝ) ≠ 0 := hNpos.ne'
  refine ⟨n, by exact_mod_cast hNpos, ?_, ?_⟩
  · linear_combination -(1 / 2) * hk - (n * Real.pi + k) / 2 * hN
  · intro x hx
    rw [hzero x hx, Real.sin_eq_zero_iff]
    constructor
    · rintro ⟨m, hm⟩
      have hmx : (m : ℝ) = n * x :=
        mul_right_cancel₀ Real.pi_ne_zero (by rw [hm, ← hN]; ring)
      have hmr : (0 : ℝ) ≤ m := by rw [hmx]; exact mul_nonneg hNpos.le hx.1
      have hm0 : 0 ≤ m := by exact_mod_cast hmr
      obtain ⟨p, rfl⟩ := Int.eq_ofNat_of_zero_le hm0
      rw [Int.cast_natCast] at hmx
      exact ⟨p, by rw [eq_div_iff hn0]; linarith⟩
    · rintro ⟨m, hm⟩
      refine ⟨(m : ℤ), ?_⟩
      rw [hm, ← hN, Int.cast_natCast]
      field_simp

/-- Let `D` and `J` be C² on the box and let `0 < c < 1`. If the zeros of `D` in the box are exactly
`0`, `c` and `1`, and `exp(J) D` has constant local energy `E` away from them, then `c = 1/2` and `E
= 2π²`. -/
theorem single_node_central {D J : ℝ → ℝ} {E c : ℝ}
    (hD : ContDiffOn ℝ 2 D box) (hJ : ContDiffOn ℝ 2 J box) (hc0 : 0 < c) (hc1 : c < 1)
    (hnode : ∀ x ∈ box, (D x = 0 ↔ x = 0 ∨ x = c ∨ x = 1))
    (hE : ∀ x ∈ box, D x ≠ 0 → localEnergy (trial J D) x = E) :
    c = 1 / 2 ∧ E = 2 * Real.pi ^ 2 := by
  have hne : ∃ x ∈ box, D x ≠ 0 := by
    have hb : c / 2 ∈ box := ⟨by linarith, by linarith⟩
    refine ⟨c / 2, hb, fun h => ?_⟩
    rcases (hnode _ hb).1 h with h | h | h <;> linarith
  obtain ⟨n, hn, hEn, hz⟩ := nodes_equally_spaced hD hJ
    ((hnode 0 ⟨le_refl 0, zero_le_one⟩).2 (Or.inl rfl))
    ((hnode 1 ⟨zero_le_one, le_refl 1⟩).2 (Or.inr (Or.inr rfl))) hne hE
  have hn' : (0 : ℝ) < n := by exact_mod_cast hn
  have hn0 : (n : ℝ) ≠ 0 := hn'.ne'
  have hcb : c ∈ box := ⟨hc0.le, hc1.le⟩
  obtain ⟨m, hm⟩ := (hz c hcb).1 ((hnode c hcb).2 (Or.inr (Or.inl rfl)))
  have hmc : c * n = m := (eq_div_iff hn0).1 hm
  have hmn : m ≤ n := by
    have h : (m : ℝ) ≤ n := by nlinarith
    exact_mod_cast h
  -- the node set is symmetric under reflection
  have hrb : 1 - c ∈ box := ⟨by linarith, by linarith⟩
  have hr : D (1 - c) = 0 := (hz _ hrb).2
    ⟨n - m, by rw [Nat.cast_sub hmn, eq_div_iff hn0]; linarith⟩
  have hhalf : c = 1 / 2 := by
    rcases (hnode _ hrb).1 hr with h | h | h <;> linarith
  refine ⟨hhalf, ?_⟩
  have hnm : n = 2 * m := by
    have h : (n : ℝ) = 2 * m := by rw [← hmc, hhalf]; ring
    exact_mod_cast h
  have hone : (1 : ℝ) ≤ n := by exact_mod_cast hn
  have hfb : 1 / (n : ℝ) ∈ box := ⟨by positivity, (div_le_one hn').2 hone⟩
  have hf : D (1 / (n : ℝ)) = 0 := (hz _ hfb).2 ⟨1, by rw [Nat.cast_one]⟩
  have hn2 : (n : ℝ) = 2 := by
    rcases (hnode _ hfb).1 hf with h | h | h
    · have h2 := (div_eq_iff hn0).1 h
      linarith
    · rw [hhalf] at h
      have h2 := (div_eq_iff hn0).1 h
      linarith
    · have h2 := (div_eq_iff hn0).1 h
      have h3 : (n : ℝ) = 1 := by linarith
      have h4 : n = 1 := by exact_mod_cast h3
      omega
  rw [hEn, hn2]
  ring

/-- For every C² exponent `J` and every `n`, the factor `exp(-J) sin(nπx)` is C² and its
product with `exp(J)` has local energy `n²π²/2` wherever the factor is nonzero. -/
theorem constant_energy_witness {J : ℝ → ℝ} (hJ : ContDiffOn ℝ 2 J box) (n : ℕ) :
    ContDiffOn ℝ 2 (matchedFactor J n) box ∧
      ∀ x ∈ box, matchedFactor J n x ≠ 0 →
        localEnergy (trial J (matchedFactor J n)) x = n ^ 2 * Real.pi ^ 2 / 2 := by
  constructor
  · have hs : ContDiff ℝ 2 (fun x : ℝ => Real.sin (n * Real.pi * x)) :=
      Real.contDiff_sin.comp (contDiff_const.mul contDiff_id)
    exact hJ.neg.exp.mul hs.contDiffOn
  · intro x hx hne
    -- the two exponentials cancel
    have hfun : trial J (matchedFactor J n) = fun y => Real.sin (n * Real.pi * y) := by
      funext y
      simp only [trial, matchedFactor]
      rw [← mul_assoc, ← Real.exp_add, add_neg_cancel, Real.exp_zero, one_mul]
    have hs0 : Real.sin (n * Real.pi * x) ≠ 0 := fun h => hne (by
      unfold matchedFactor
      rw [h, mul_zero])
    have h1 : ∀ y ∈ box, derivWithin (fun y => Real.sin (n * Real.pi * y)) box y
        = n * Real.pi * Real.cos (n * Real.pi * y) := fun y hy =>
      (sin_deriv (n * Real.pi) y).hasDerivWithinAt.derivWithin (box_unique y hy)
    have h2 : secondDeriv (fun y => Real.sin (n * Real.pi * y)) x
        = n * Real.pi * (-(n * Real.pi * Real.sin (n * Real.pi * x))) :=
      (((cos_deriv (n * Real.pi) x).const_mul (n * Real.pi)).hasDerivWithinAt.congr
        h1 (h1 x hx)).derivWithin (box_unique x hx)
    unfold localEnergy
    rw [hfun, h2, div_eq_iff (mul_ne_zero two_ne_zero hs0)]
    ring

end

end JastrowNodes
```

```lean
#print axioms JastrowNodes.nodes_equally_spaced
-- 'JastrowNodes.nodes_equally_spaced' depends on axioms: [propext, Classical.choice, Quot.sound]
#print axioms JastrowNodes.single_node_central
-- 'JastrowNodes.single_node_central' depends on axioms: [propext, Classical.choice, Quot.sound]
```

## How the theorems read, and their limits

`trial J D` is $\psi$, `secondDeriv` is $\psi''$ within `box`, and `ContDiffOn ℝ 2` expresses the smoothness assumption. The general result is `nodes_equally_spaced`; `single_node_central` treats zeros at exactly $0$, $c$ and $1$, and `constant_energy_witness` shows that, for every $C^2$ exponent $J$, the factor $e^{-J}\sin(n\pi x)$ gives constant local energy.

The proof follows the derivation. `schrodinger_of_constant_energy` extends the equation to the nodes, using `deriv_vanishes` twice. `energy_pos` is the monotonicity argument, and `sine_form` combines $A$ and $B$, whose constancy comes from `const_on_box`. `Real.sin_eq_zero_iff` then turns the wall condition into an integer.

The condition `hE` stands for an exact eigenstate's constant local energy, and the zeros of $D$ at $0$ and $1$ stand for hard walls. Smoothness of $J$ on the whole closed box matters: an exponent that diverges at an interior node or at a wall is not covered. Nor are external potentials, interactions, several particles or higher dimensions. The theorems concern exact constancy and give no lower bound on the variance for a misplaced node.
